# The anomalous Born charge of a two-band diatomic chain diverges as 1/D when its gap 2D closes

Take hopping t, dimerisation s, staggered potential D and crystal momentum k, with Bloch vector

d(k,s) = (t + s + (t − s) cos k, (t − s) sin k, D).

Write Ω = d · (∂ₖd × ∂ₛd) / (2|d|³) for its mixed curvature. In the undimerised chain, s = 0,

Ω(k,0) = D t (1 − cos k) / (2 (D² + 2t²(1 + cos k))^(3/2)).

Let Z be the integral of Ω(k,0) over 0 ≤ k ≤ 2π. With the lower band filled and the upper band empty, Z is, up to sign and constant factors, the derivative of the electronic polarisation with respect to s at fixed orbital positions. This is the anomalous part of the Born charge meant in the title. The bounds are

1/(2√2 D) ≤ Z for 0 < D ≤ πt/2,

Z ≤ π/D for all t > 0 and D > 0.

At fixed t > 0, Z therefore tends to +∞ as D → 0⁺. The Hamiltonian d · σ, with σ the Pauli matrices, has bands ±|d|, and D is the smallest value of |d| at s = 0, reached at k = π. The condition D ≤ πt/2 says that the staggered potential is not large compared with the hopping.

## Detecting a k-mesh that is too coarse

A code that obtains dynamical charges by summing a mixed Berry curvature over the zone can be checked against these bounds in this non-interacting two-band model. Take the uniform mesh k = 2πj/N, j = 0, …, N − 1, with weight 2π/N.

If N is even, the mesh contains k = π, where Ω = t/D². That point alone contributes 2πt/(N D²), which exceeds the upper bound π/D whenever N < 2t/D. If N is odd, the mesh misses k = π, and at fixed N the sum tends to 0 as D → 0⁺ while the integral diverges.

For t = 1 and D = 0.1, the integral lies between 3.54 and 31.4.

- N = 4: Ω is 0 at k = 0, 100 at k = π, and 0.1/(2 · 2.01^(3/2)) ≈ 0.0175 at the other two points. The sum is (π/2) · 100.035 ≈ 157, far too large.
- N = 3: Ω is 0 at k = 0 and 0.15/(2 · 1.01^(3/2)) ≈ 0.0739 at the other two points. The sum is (2π/3) · 0.148 ≈ 0.31, far too small.

## From the Bloch vector to the two bounds

The derivatives are

∂ₖd = (−(t − s) sin k, (t − s) cos k, 0),

∂ₛd = (1 − cos k, −sin k, 0).

Their cross product has only a third component,

(t − s) sin²k − (t − s) cos k (1 − cos k) = (t − s)(1 − cos k),

so the triple product is D(t − s)(1 − cos k). The squared length is

|d|² = D² + 2(t² + s²) + 2(t² − s²) cos k.

Setting s = 0 gives the stated curvature.

**Lower bound.** Put q = k − π, so cos k = −cos q, and restrict to |q| ≤ D/t ≤ π/2. There cos q ≥ 0, hence 1 − cos k ≥ 1. Also 1 + cos k = 1 − cos q ≤ q²/2, hence |d|² ≤ D² + t²q² ≤ 2D². Therefore

Ω ≥ D t / (2(√2 D)³) = t/(4√2 D²).

The window has width 2D/t and lies inside [0, 2π]. Since Ω ≥ 0 everywhere, Z is at least the product, 1/(2√2 D).

**Upper bound.** For |q| ≤ π, Jordan's inequality gives sin(|q|/2) ≥ |q|/π, so 1 + cos k = 2 sin²(q/2) ≥ 2q²/π². With r² = D² + (2t/π)²q², this means |d| ≥ r. Since 1 − cos k ≤ 2, we get Ω ≤ D t/r³. The antiderivative follows from

d/dq (q/r) = (r² − (2t/π)²q²)/r³ = D²/r³.

Integrating from q = −π to π,

Z ≤ (t/D) · 2π/√(D² + 4t²) ≤ π/D.

**Divergence.** For fixed t > 0, every sufficiently small positive D satisfies D ≤ πt/2, and the lower bound grows without limit.

## The Lean file

```lean
import Mathlib

open Real Filter Topology Matrix

namespace DiatomicChainBornCharge

noncomputable section

/-- Bloch vector of the diatomic chain with hopping `t`, staggered potential `D`,
crystal momentum `k` and dimerisation `s`. -/
def dVec (t D k s : ℝ) : Fin 3 → ℝ :=
  ![t + s + (t - s) * cos k, (t - s) * sin k, D]

/-- Euclidean length of the Bloch vector. -/
def dNorm (t D k s : ℝ) : ℝ := √(dVec t D k s ⬝ᵥ dVec t D k s)

/-- Mixed curvature `d · (∂ₖd × ∂ₛd) / (2|d|³)` in momentum and dimerisation. -/
def curvature (t D k s : ℝ) : ℝ :=
  (dVec t D k s ⬝ᵥ crossProduct (deriv (fun q => dVec t D q s) k)
    (deriv (fun u => dVec t D k u) s)) / (2 * dNorm t D k s ^ 3)

/-- Anomalous charge: the curvature of the undimerised chain integrated over the
Brillouin zone. -/
def bornCharge (t D : ℝ) : ℝ := ∫ k in (0 : ℝ)..(2 * π), curvature t D k 0

/-- Derivative of the Bloch vector with respect to crystal momentum. -/
theorem hasDerivAt_dVec_momentum (t D k s : ℝ) :
    HasDerivAt (fun q => dVec t D q s) ![-(t - s) * sin k, (t - s) * cos k, 0] k := by
  have h0 : HasDerivAt (fun q => t + s + (t - s) * cos q) (-(t - s) * sin k) k :=
    (((Real.hasDerivAt_cos k).const_mul (t - s)).const_add (t + s)).congr_deriv (by ring)
  have h1 : HasDerivAt (fun q => (t - s) * sin q) ((t - s) * cos k) k :=
    (Real.hasDerivAt_sin k).const_mul (t - s)
  refine hasDerivAt_pi.2 fun i => ?_
  fin_cases i
  · exact h0
  · exact h1
  · exact hasDerivAt_const k D

/-- Derivative of the Bloch vector with respect to dimerisation. -/
theorem hasDerivAt_dVec_dimerisation (t D k s : ℝ) :
    HasDerivAt (fun u => dVec t D k u) ![1 - cos k, -sin k, 0] s := by
  have h0 : HasDerivAt (fun u => t + u + (t - u) * cos k) (1 - cos k) s :=
    (((hasDerivAt_id' s).const_add t).add
      (((hasDerivAt_id' s).const_sub t).mul_const (cos k))).congr_deriv (by ring)
  have h1 : HasDerivAt (fun u => (t - u) * sin k) (-sin k) s :=
    (((hasDerivAt_id' s).const_sub t).mul_const (sin k)).congr_deriv (by ring)
  refine hasDerivAt_pi.2 fun i => ?_
  fin_cases i
  · exact h0
  · exact h1
  · exact hasDerivAt_const s D

/-- Squared length of the Bloch vector at any momentum and dimerisation. -/
theorem dVec_dot_self (t D k s : ℝ) : dVec t D k s ⬝ᵥ dVec t D k s =
    D ^ 2 + 2 * (t ^ 2 + s ^ 2) + 2 * (t ^ 2 - s ^ 2) * cos k := by
  rw [dotProduct, Fin.sum_univ_three]
  change (t + s + (t - s) * cos k) * (t + s + (t - s) * cos k)
    + (t - s) * sin k * ((t - s) * sin k) + D * D = _
  linear_combination (t - s) ^ 2 * sin_sq_add_cos_sq k

/-- For `D ≥ 0`, the Bloch vector of the undimerised chain is nowhere shorter than `D`, and it has
length `D` at the zone boundary `k = π`. -/
theorem gap_minimum (t D : ℝ) (hD : 0 ≤ D) :
    (∀ k, D ≤ dNorm t D k 0) ∧ dNorm t D π 0 = D := by
  constructor
  · intro k
    rw [dNorm, dVec_dot_self]
    apply Real.le_sqrt_of_sq_le
    have := mul_nonneg (sq_nonneg t) (by linarith [neg_one_le_cos k] : 0 ≤ 1 + cos k)
    nlinarith
  · rw [dNorm, dVec_dot_self, cos_pi,
      show D ^ 2 + 2 * (t ^ 2 + (0 : ℝ) ^ 2) + 2 * (t ^ 2 - 0 ^ 2) * (-1) = D ^ 2 by ring,
      Real.sqrt_sq hD]

/-- Closed form of the curvature at any dimerisation. -/
theorem curvature_eq (t D k s : ℝ) : curvature t D k s = D * (t - s) * (1 - cos k) /
    (2 * √(D ^ 2 + 2 * (t ^ 2 + s ^ 2) + 2 * (t ^ 2 - s ^ 2) * cos k) ^ 3) := by
  have hnum : dVec t D k s ⬝ᵥ crossProduct (deriv (fun q => dVec t D q s) k)
      (deriv (fun u => dVec t D k u) s) = D * (t - s) * (1 - cos k) := by
    rw [(hasDerivAt_dVec_momentum t D k s).deriv,
      (hasDerivAt_dVec_dimerisation t D k s).deriv, cross_apply, dotProduct,
      Fin.sum_univ_three]
    change (t + s + (t - s) * cos k) * ((t - s) * cos k * 0 - 0 * (-sin k))
      + (t - s) * sin k * (0 * (1 - cos k) - -(t - s) * sin k * 0)
      + D * (-(t - s) * sin k * (-sin k) - (t - s) * cos k * (1 - cos k)) = _
    linear_combination D * (t - s) * sin_sq_add_cos_sq k
  rw [curvature, dNorm, hnum, dVec_dot_self]

/-- Curvature of the undimerised chain. -/
theorem curvature_undimerised (t D k : ℝ) : curvature t D k 0 =
    D * t * (1 - cos k) / (2 * √(D ^ 2 + 2 * t ^ 2 * (1 + cos k)) ^ 3) := by
  rw [curvature_eq, sub_zero,
    show D ^ 2 + 2 * (t ^ 2 + (0 : ℝ) ^ 2) + 2 * (t ^ 2 - 0 ^ 2) * cos k
      = D ^ 2 + 2 * t ^ 2 * (1 + cos k) by ring]

private lemma radicand_pos (t k : ℝ) {D : ℝ} (hD : 0 < D) :
    0 < D ^ 2 + 2 * t ^ 2 * (1 + cos k) := by
  have h : 0 ≤ 1 + cos k := by linarith [neg_one_le_cos k]
  positivity

private lemma continuous_curvature (t : ℝ) {D : ℝ} (hD : 0 < D) :
    Continuous (fun k => curvature t D k 0) := by
  simp only [curvature_undimerised]
  refine Continuous.div (by fun_prop) (by fun_prop) fun k => ?_
  have := Real.sqrt_pos.2 (radicand_pos t k hD)
  exact (mul_pos two_pos (pow_pos this 3)).ne'

/-- For `0 < D ≤ πt/2` the anomalous charge is at least `1/(2√2 D)`. -/
theorem bornCharge_lower_bound {t D : ℝ} (hD : 0 < D) (h : D ≤ π * t / 2) :
    1 / (2 * √2 * D) ≤ bornCharge t D := by
  have ht : 0 < t := by
    by_contra hn
    have := mul_nonneg pi_pos.le (neg_nonneg.2 (not_lt.1 hn))
    linarith
  have ha : 0 < D / t := div_pos hD ht
  have ha' : D / t ≤ π / 2 := by rw [div_le_iff₀ ht]; linarith
  have hat : D / t * t = D := div_mul_cancel₀ D ht.ne'
  have h2 : 0 < √2 := Real.sqrt_pos.2 two_pos
  have h22 : √2 ^ 2 = 2 := Real.sq_sqrt two_pos.le
  have hc := continuous_curvature t hD
  -- the window of width `2D/t` around the zone boundary
  have hpt : ∀ k ∈ Set.Icc (π - D / t) (π + D / t),
      t / (4 * √2 * D ^ 2) ≤ curvature t D k 0 := by
    intro k hk
    have hq1 : -(D / t) ≤ k - π := by linarith [hk.1]
    have hq2 : k - π ≤ D / t := by linarith [hk.2]
    have hcos : cos (k - π) = -cos k := Real.cos_sub_pi k
    have hpos : 0 ≤ cos (k - π) :=
      Real.cos_nonneg_of_neg_pi_div_two_le_of_le (by linarith) (by linarith)
    have hquad := Real.one_sub_sq_div_two_le_cos (x := k - π)
    have hsq : ((k - π) * t) ^ 2 ≤ D ^ 2 := by
      apply sq_le_sq'
      · nlinarith [mul_le_mul_of_nonneg_right hq1 ht.le]
      · nlinarith [mul_le_mul_of_nonneg_right hq2 ht.le]
    have hR : √(D ^ 2 + 2 * t ^ 2 * (1 + cos k)) ≤ √2 * D := by
      refine Real.sqrt_le_iff.2 ⟨by positivity, ?_⟩
      rw [mul_pow, h22]
      have := mul_le_mul_of_nonneg_left
        (by linarith : 1 + cos k ≤ (k - π) ^ 2 / 2) (by positivity : 0 ≤ 2 * t ^ 2)
      linarith [mul_pow (k - π) t 2]
    have hr := Real.sqrt_pos.2 (radicand_pos t k hD)
    have e : t / (4 * √2 * D ^ 2) = D * t * 1 / (2 * (√2 * D) ^ 3) := by
      rw [show (√2 * D) ^ 3 = 2 * √2 * D ^ 3 by linear_combination √2 * D ^ 3 * h22]
      field_simp
      ring
    rw [e, curvature_undimerised]
    have h1 : 1 ≤ 1 - cos k := by linarith
    exact div_le_div₀ (by positivity) (mul_le_mul_of_nonneg_left h1 (by positivity))
      (by positivity) (mul_le_mul_of_nonneg_left (pow_le_pow_left₀ hr.le hR 3) two_pos.le)
  have hnn : ∀ k, 0 ≤ curvature t D k 0 := by
    intro k
    rw [curvature_undimerised]
    have : 0 ≤ 1 - cos k := by linarith [cos_le_one k]
    positivity
  calc 1 / (2 * √2 * D) = ∫ _k in (π - D / t)..(π + D / t), t / (4 * √2 * D ^ 2) := by
        rw [intervalIntegral.integral_const, smul_eq_mul,
          show π + D / t - (π - D / t) = 2 * D / t by ring]
        field_simp
        ring
    _ ≤ ∫ k in (π - D / t)..(π + D / t), curvature t D k 0 :=
        intervalIntegral.integral_mono_on (by linarith)
          (continuous_const.intervalIntegrable _ _) (hc.intervalIntegrable _ _) hpt
    _ ≤ bornCharge t D :=
        intervalIntegral.integral_mono_interval (by linarith [pi_pos]) (by linarith)
          (by linarith [pi_pos]) (Eventually.of_forall hnn) (hc.intervalIntegrable _ _)

private lemma hasDerivAt_majorant (b k : ℝ) {D : ℝ} (hD : 0 < D) :
    HasDerivAt (fun x => (x - π) / √(D ^ 2 + b ^ 2 * ((x - π) * (x - π))))
      (D ^ 2 / √(D ^ 2 + b ^ 2 * ((k - π) * (k - π))) ^ 3) k := by
  have hS : 0 < D ^ 2 + b ^ 2 * ((k - π) * (k - π)) := by
    have := mul_self_nonneg (k - π)
    positivity
  have h1 : HasDerivAt (fun x => x - π) 1 k := (hasDerivAt_id' k).sub_const π
  have h2 : HasDerivAt (fun x => D ^ 2 + b ^ 2 * ((x - π) * (x - π)))
      (2 * b ^ 2 * (k - π)) k :=
    (((h1.mul h1).const_mul (b ^ 2)).const_add (D ^ 2)).congr_deriv (by ring)
  have hr := Real.sqrt_pos.2 hS
  have hsq := Real.sq_sqrt hS.le
  have key : (1 * √(D ^ 2 + b ^ 2 * ((k - π) * (k - π))) - (k - π) * (2 * b ^ 2 * (k - π) /
      (2 * √(D ^ 2 + b ^ 2 * ((k - π) * (k - π)))))) /
      √(D ^ 2 + b ^ 2 * ((k - π) * (k - π))) ^ 2
      = D ^ 2 / √(D ^ 2 + b ^ 2 * ((k - π) * (k - π))) ^ 3 := by
    generalize √(D ^ 2 + b ^ 2 * ((k - π) * (k - π))) = r at hr hsq ⊢
    rw [show D ^ 2 = r ^ 2 - b ^ 2 * ((k - π) * (k - π)) by linarith]
    field_simp
  exact (h1.div (h2.sqrt hS.ne') hr.ne').congr_deriv key

/-- For positive `t` and `D` the anomalous charge is at most `π/D`. -/
theorem bornCharge_upper_bound {t D : ℝ} (ht : 0 < t) (hD : 0 < D) :
    bornCharge t D ≤ π / D := by
  have hpi := pi_pos
  have hS : ∀ k : ℝ, 0 < √(D ^ 2 + (2 * t / π) ^ 2 * ((k - π) * (k - π))) := fun k => by
    have := mul_self_nonneg (k - π)
    exact Real.sqrt_pos.2 (by positivity)
  have hcont : Continuous (fun k : ℝ =>
      D ^ 2 / √(D ^ 2 + (2 * t / π) ^ 2 * ((k - π) * (k - π))) ^ 3) :=
    Continuous.div (by fun_prop) (by fun_prop) fun k => (pow_pos (hS k) 3).ne'
  -- the quadratic bound on the cosine gives an integrable majorant
  have hpt : ∀ k ∈ Set.Icc (0 : ℝ) (2 * π), curvature t D k 0 ≤
      t / D * (D ^ 2 / √(D ^ 2 + (2 * t / π) ^ 2 * ((k - π) * (k - π))) ^ 3) := by
    intro k hk
    have hq : |k - π| ≤ π := abs_le.2 ⟨by linarith [hk.1], by linarith [hk.2]⟩
    -- Jordan's inequality at half the angle bounds the cosine by a parabola
    have hcos : cos (k - π) ≤ 1 - 2 / π ^ 2 * (k - π) ^ 2 := by
      have hj := Real.mul_le_sin (by positivity : 0 ≤ |k - π| / 2) (by linarith)
      have hj2 := pow_le_pow_left₀ (by positivity : 0 ≤ 2 / π * (|k - π| / 2)) hj 2
      have e1 : (2 / π * (|k - π| / 2)) ^ 2 = (k - π) ^ 2 / π ^ 2 := by
        rw [← sq_abs (k - π)]
        ring
      have e2 : cos (k - π) = 1 - 2 * sin (|k - π| / 2) ^ 2 := by
        rw [← Real.cos_abs (k - π)]
        have h := Real.cos_two_mul (|k - π| / 2)
        rw [show 2 * (|k - π| / 2) = |k - π| by ring] at h
        linarith [sin_sq_add_cos_sq (|k - π| / 2)]
      have e3 : 2 / π ^ 2 * (k - π) ^ 2 = 2 * ((k - π) ^ 2 / π ^ 2) := by ring
      rw [e1] at hj2
      linarith
    rw [Real.cos_sub_pi] at hcos
    have hle : D ^ 2 + (2 * t / π) ^ 2 * ((k - π) * (k - π))
        ≤ D ^ 2 + 2 * t ^ 2 * (1 + cos k) := by
      have := mul_le_mul_of_nonneg_left
        (by linarith : 2 / π ^ 2 * (k - π) ^ 2 ≤ 1 + cos k) (by positivity : 0 ≤ 2 * t ^ 2)
      have e : (2 * t / π) ^ 2 * ((k - π) * (k - π))
        = 2 * t ^ 2 * (2 / π ^ 2 * (k - π) ^ 2) := by ring
      linarith
    have hroot := Real.sqrt_le_sqrt hle
    have hs := hS k
    rw [curvature_undimerised]
    generalize √(D ^ 2 + (2 * t / π) ^ 2 * ((k - π) * (k - π))) = r at hroot hs ⊢
    have e : t / D * (D ^ 2 / r ^ 3) = D * t * 2 / (2 * r ^ 3) := by
      field_simp
    rw [e]
    exact div_le_div₀ (by positivity)
      (mul_le_mul_of_nonneg_left (by linarith [neg_one_le_cos k]) (by positivity))
      (by positivity) (mul_le_mul_of_nonneg_left (pow_le_pow_left₀ hs.le hroot 3) two_pos.le)
  have hint := intervalIntegral.integral_eq_sub_of_hasDerivAt
    (fun k (_ : k ∈ Set.uIcc (0 : ℝ) (2 * π)) => hasDerivAt_majorant (2 * t / π) k hD)
    (hcont.intervalIntegrable _ _)
  have hend : 2 * t ≤ √(D ^ 2 + (2 * t / π) ^ 2 * (π * π)) := by
    apply Real.le_sqrt_of_sq_le
    have e : (2 * t / π) ^ 2 * (π * π) = (2 * t) ^ 2 := by field_simp
    rw [e]
    linarith [sq_nonneg D]
  calc bornCharge t D ≤ ∫ k in (0 : ℝ)..(2 * π),
        t / D * (D ^ 2 / √(D ^ 2 + (2 * t / π) ^ 2 * ((k - π) * (k - π))) ^ 3) :=
        intervalIntegral.integral_mono_on (by linarith)
          ((continuous_curvature t hD).intervalIntegrable _ _)
          ((continuous_const.mul hcont).intervalIntegrable _ _) hpt
    _ = t / D * (2 * π / √(D ^ 2 + (2 * t / π) ^ 2 * (π * π))) := by
        rw [intervalIntegral.integral_const_mul, hint, show 2 * π - π = π by ring,
          show (0 - π) * (0 - π) = π * π by ring]
        ring
    _ ≤ t / D * (2 * π / (2 * t)) :=
        mul_le_mul_of_nonneg_left
          (div_le_div_of_nonneg_left (by positivity) (by positivity) hend) (by positivity)
    _ = π / D := by field_simp

/-- At fixed hopping `t > 0` the anomalous charge diverges to `+∞` as `D` tends to zero
from above. -/
theorem bornCharge_diverges {t : ℝ} (ht : 0 < t) :
    Tendsto (fun D => bornCharge t D) (𝓝[>] 0) atTop := by
  have hc : 0 < 1 / (2 * √2) := by positivity
  have hlim : Tendsto (fun D : ℝ => 1 / (2 * √2) * D⁻¹) (𝓝[>] 0) atTop :=
    Tendsto.const_mul_atTop hc tendsto_inv_nhdsGT_zero
  refine tendsto_atTop_mono' _ ?_ hlim
  have hpos : 0 < π * t / 2 := by positivity
  filter_upwards [Ioc_mem_nhdsGT hpos] with D hD
  calc 1 / (2 * √2) * D⁻¹ = 1 / (2 * √2 * D) := by rw [← div_eq_mul_inv, div_div]
    _ ≤ bornCharge t D := bornCharge_lower_bound hD.1 hD.2

end

end DiatomicChainBornCharge
```

```lean
#print axioms DiatomicChainBornCharge.gap_minimum
#print axioms DiatomicChainBornCharge.bornCharge_upper_bound
#print axioms DiatomicChainBornCharge.bornCharge_diverges
```

```
'DiatomicChainBornCharge.gap_minimum' depends on axioms: [propext, Classical.choice, Quot.sound]
'DiatomicChainBornCharge.bornCharge_upper_bound' depends on axioms: [propext, Classical.choice, Quot.sound]
'DiatomicChainBornCharge.bornCharge_diverges' depends on axioms: [propext, Classical.choice, Quot.sound]
```

## How the definitions and lemmas match the derivation

`dVec t D k s` is the Bloch vector as three real components. `dNorm` is the square root of its dot product with itself, which fixes the Euclidean length. `curvature` uses actual derivatives, through `deriv`, and `bornCharge` is Z. The cube of a square root in the code is the power 3/2 above.

The two `hasDerivAt_dVec` theorems differentiate component by component. `dVec_dot_self` and `curvature_eq` expand the products and use `linear_combination` with sin²k + cos²k = 1; `curvature_undimerised` sets s = 0. `gap_minimum` proves the statement about the smallest |d|.

`radicand_pos` and `continuous_curvature` make the integrand continuous for D > 0. In `bornCharge_lower_bound`, `hpt` is the estimate on the window and `hnn` the nonnegativity; the final `calc` integrates the constant, compares it with Ω, then enlarges the interval. `hasDerivAt_majorant` is the derivative of q/r, and `bornCharge_upper_bound` combines it with Jordan's inequality, `Real.mul_le_sin`. `bornCharge_diverges` compares Z with a multiple of 1/D.

## A geometric factor with loose constants

The curvature formula is a definition here: the file does not derive it from Bloch eigenstates or connect it to polarisation. A Born effective charge in physical units also needs the electron charge, the lattice constant, the factor 1/(2π), spin degeneracy, a sign convention, the change of s with atomic displacement, the electronic charge carried along by the displaced orbitals, and the ionic contribution.

The closed form of Ω holds for all real parameters in Lean, where division by zero gives 0. It has physical meaning only where |d| ≠ 0, since the two bands touch where |d| = 0. The bounds concern the exact integral at s = 0, and the mesh sums above are separate arithmetic. The constants 1/(2√2) and π differ by a factor of about nine, so the bounds expose gross sampling failures but do not certify a converged value.
